# The eigenvalues of the n × n Jacobi matrix are the zeros of the orthonormal polynomial pₙ

## From integration to diagonalisation

A Gauss quadrature routine needs nodes and weights, and it can get both by diagonalising a small symmetric matrix. In quantum mechanics, for one coordinate and a basis of the first \(n\) orthonormal polynomials in that coordinate, each times the square root of the weight function, this is the position matrix, and its eigenvalues can serve as grid points of a discrete variable representation.

Let \(I\) be a linear functional on real polynomials, such as integration against a weight. Let \(p_0,\dots,p_n\) satisfy \(\deg p_i=i\) and \(I(p_ip_j)=\delta_{ij}\). For \(i,j<n\) put \(J_{ij}=I(Xp_ip_j)\), where \(X\) is the polynomial variable; \(J\) is the Jacobi matrix. For real \(x\), write \(v(x)=(p_0(x),\dots,p_{n-1}(x))\). Then \(x\) is an eigenvalue of \(J\) exactly when \(p_n(x)=0\), and in that case \(v(x)\) is an eigenvector.

## Derivation

**Expansion.** If \(\deg q<m\le n+1\), then
\[ q=\sum_{i<m} I(qp_i)\,p_i . \]
Subtracting multiples of \(p_{m-1},p_{m-2},\dots\) removes the leading terms one by one, so \(q\) is a combination of the \(p_i\); orthonormality identifies the coefficients.

**Zero to eigenvector.** For \(i<n\), expand \(Xp_i\) and evaluate at a zero \(x\) of \(p_n\):
\[ x\,p_i(x)=\sum_{j<n}J_{ij}\,p_j(x)+I(Xp_ip_n)\,p_n(x)=\sum_{j<n}J_{ij}\,p_j(x). \]
Since \(p_0\) is a nonzero constant, \(v(x)\ne0\) for \(n\ge1\). For \(n=0\) there are neither zeros nor eigenvectors.

**Eigenvector to zero.** Let \(Jw=xw\) with \(w\ne0\), and set \(q=\sum_{i<n} w_ip_i\). Then \(I(qp_j)=w_j\), so \(q\ne0\). For \(j<n\),
\[ I((X-x)qp_j)=(Jw)_j-xw_j=0 . \]
As \((X-x)q\) has degree at most \(n\), its expansion reduces to \((X-x)q=c\,p_n\). The left side is nonzero, so \(c\ne0\), and evaluation at \(x\) gives \(p_n(x)=0\).

## A two-node example

Let \(I\) average over \(-\tfrac54,0,\tfrac54\) with weights \(\tfrac8{25},\tfrac9{25},\tfrac8{25}\). The family \(1,\;X,\;\tfrac43(X^2-1)\) is orthonormal, and
\[ J=\begin{pmatrix}0&1\\1&0\end{pmatrix}. \]
Its eigenvalues \(\pm1\) are the zeros of \(p_2\), with eigenvectors \((1,\pm1)\), or \((1,\pm1)/\sqrt2\) when normalised. The Gauss weights \(1/|v(\pm1)|^2\) are both \(\tfrac12\).

Orthogonality matters. With the same \(I\) and \(n=1\), take \(p_0=1\) and \(p_1=(X+1)/\sqrt2\). Degrees and norms are right, but \(I(p_0p_1)\ne0\). Now \(J=(0)\) has eigenvalue \(0\), while \(p_1\) vanishes at \(-1\).

## The statement in Lean

`OrthonormalFamily I p n` holds the degree and orthonormality conditions; it constrains `p` only up to index `n`. The existence of such a family is assumed, and it forces \(I(q^2)>0\) for every nonzero \(q\) of degree at most \(n\); beyond that, `I` need not be integration against a positive weight. `jacobi I p n` is \(J\), indexed from zero by `Fin n`, and `nodeVector p n x` is the unnormalised \(v(x)\). In `golub_welsch`, an eigenvalue is a real `x` with a nonzero `w` satisfying `jacobi I p n *ᵥ w = x • w`.

The theorem concerns exact real numbers; the Golub–Welsch algorithm computes the nodes and weights numerically by diagonalising \(J\), and its iteration, cost and rounding error are not modelled.

```lean
import Mathlib

open Polynomial
open scoped Matrix

namespace GolubWelsch

noncomputable section

/-- The polynomials `p 0, ..., p n` have degrees `0, ..., n` and are orthonormal for the
linear functional `I`. -/
structure OrthonormalFamily (I : ℝ[X] →ₗ[ℝ] ℝ) (p : ℕ → ℝ[X]) (n : ℕ) : Prop where
  degree_eq : ∀ i ≤ n, (p i).degree = (i : WithBot ℕ)
  orthonormal : ∀ i ≤ n, ∀ j ≤ n, I (p i * p j) = if i = j then 1 else 0

/-- The `n × n` matrix with entries `I (X * p i * p j)`; for an orthonormal family this is the
Jacobi matrix. -/
def jacobi (I : ℝ[X] →ₗ[ℝ] ℝ) (p : ℕ → ℝ[X]) (n : ℕ) : Matrix (Fin n) (Fin n) ℝ :=
  Matrix.of fun i j => I (X * p i * p j)

/-- The vector `(p 0 (x), ..., p (n-1) (x))`. -/
def nodeVector (p : ℕ → ℝ[X]) (n : ℕ) (x : ℝ) : Fin n → ℝ := fun i => (p i).eval x

/-- The polynomial with expansion coefficients `w`. -/
def synth (p : ℕ → ℝ[X]) {n : ℕ} (w : Fin n → ℝ) : ℝ[X] := ∑ i : Fin n, w i • p i

/-- The inverse squared length of the node vector at `x`; for an orthonormal family and a zero `x`
of `p n` this is the Gauss weight. -/
def weight (p : ℕ → ℝ[X]) (n : ℕ) (x : ℝ) : ℝ :=
  1 / (nodeVector p n x ⬝ᵥ nodeVector p n x)

variable {I : ℝ[X] →ₗ[ℝ] ℝ} {p : ℕ → ℝ[X]} {n : ℕ}

/-- For `m ≤ n + 1`, a polynomial of degree below `m` is the sum of its components along `p 0, ...,
p (m-1)`. -/
theorem expansion (h : OrthonormalFamily I p n) : ∀ m : ℕ, m ≤ n + 1 → ∀ q : ℝ[X],
    q.degree < (m : WithBot ℕ) → q = ∑ i ∈ Finset.range m, I (q * p i) • p i := by
  intro m
  induction m with
  | zero =>
    intro _ q hq
    rw [Finset.sum_range_zero]
    ext k
    rw [coeff_zero]
    exact coeff_eq_zero_of_degree_lt (lt_of_lt_of_le hq (by exact_mod_cast Nat.zero_le k))
  | succ m ih =>
    intro hm q hq
    have hc : (p m).coeff m ≠ 0 := coeff_ne_zero_of_eq_degree (h.degree_eq m (by omega))
    -- remove the leading term with a multiple of `p m`
    obtain ⟨c, hcdef⟩ : ∃ c : ℝ, c * (p m).coeff m = q.coeff m :=
      ⟨q.coeff m / (p m).coeff m, div_mul_cancel₀ _ hc⟩
    obtain ⟨r, hr⟩ : ∃ r : ℝ[X], q = r + c • p m := ⟨q - c • p m, by abel⟩
    have hrd : r.degree < (m : WithBot ℕ) := by
      rw [degree_lt_iff_coeff_zero]
      intro k hk
      have e : q.coeff k = r.coeff k + c * (p m).coeff k := by
        rw [hr, coeff_add, coeff_smul, smul_eq_mul]
      rcases Nat.eq_or_lt_of_le hk with rfl | hlt
      · linarith
      · have h1 : q.coeff k = 0 := (degree_lt_iff_coeff_zero q (m + 1)).mp hq k hlt
        have h2 : (p m).coeff k = 0 := coeff_eq_zero_of_degree_lt (by
          rw [h.degree_eq m (by omega)]; exact_mod_cast hlt)
        rw [h1, h2] at e
        linarith
    have hrs := ih (by omega) r hrd
    have hq' : ∀ i, I (q * p i) = I (r * p i) + c * I (p m * p i) := by
      intro i
      rw [hr, add_mul, smul_mul_assoc, LinearMap.map_add, LinearMap.map_smul, smul_eq_mul]
    have hrm : I (r * p m) = 0 := by
      rw [hrs, Finset.sum_mul, _root_.map_sum]
      refine Finset.sum_eq_zero fun i hi => ?_
      have him := Finset.mem_range.mp hi
      rw [smul_mul_assoc, LinearMap.map_smul, h.orthonormal i (by omega) m (by omega),
        if_neg (by omega), smul_zero]
    have hs : ∑ i ∈ Finset.range m, I (q * p i) • p i = r := by
      refine Eq.trans (Finset.sum_congr rfl fun i hi => ?_) hrs.symm
      have him := Finset.mem_range.mp hi
      rw [hq', h.orthonormal m (by omega) i (by omega), if_neg (by omega), mul_zero, add_zero]
    rw [Finset.sum_range_succ, hs, hq', hrm, h.orthonormal m (by omega) m (by omega),
      if_pos rfl, mul_one, zero_add]
    exact hr

/-- Multiplication by `X - x` raises the degree bound by one. -/
theorem degree_shift (x : ℝ) {q : ℝ[X]} (hq : q.degree < (n : WithBot ℕ)) :
    ((X - C x) * q).degree < ((n + 1 : ℕ) : WithBot ℕ) := by
  rw [degree_lt_iff_coeff_zero] at hq ⊢
  intro k hk
  obtain ⟨l, rfl⟩ : ∃ l, k = l + 1 := ⟨k - 1, by omega⟩
  rw [sub_mul, coeff_sub, coeff_X_mul, coeff_C_mul, hq l (by omega), hq (l + 1) (by omega)]
  ring

/-- The functional `I` recovers the expansion coefficients of a polynomial. -/
theorem synth_coeff (h : OrthonormalFamily I p n) (w : Fin n → ℝ) (j : Fin n) :
    I (synth p w * p j) = w j := by
  rw [synth, Finset.sum_mul, _root_.map_sum, Finset.sum_eq_single j]
  · rw [smul_mul_assoc, LinearMap.map_smul, h.orthonormal j j.2.le j j.2.le, if_pos rfl,
      smul_eq_mul, mul_one]
  · intro i _ hij
    rw [smul_mul_assoc, LinearMap.map_smul, h.orthonormal i i.2.le j j.2.le,
      if_neg (fun e => hij (Fin.ext e)), smul_zero]
  · intro hj
    exact absurd (Finset.mem_univ j) hj

/-- If `J w = x w`, then `X - x` times the polynomial with coefficients `w` is a multiple
of `p n`. -/
theorem eigen_factor (h : OrthonormalFamily I p n) {x : ℝ} {w : Fin n → ℝ}
    (hw : jacobi I p n *ᵥ w = x • w) : ∃ c : ℝ, (X - C x) * synth p w = c • p n := by
  have hd : (synth p w).degree < (n : WithBot ℕ) := by
    rw [degree_lt_iff_coeff_zero]
    intro k hk
    rw [synth, Polynomial.finsetSum_coeff]
    refine Finset.sum_eq_zero fun i _ => ?_
    rw [coeff_smul, coeff_eq_zero_of_degree_lt, smul_zero]
    rw [h.degree_eq i i.2.le]
    exact_mod_cast lt_of_lt_of_le i.2 hk
  have e := expansion h (n + 1) le_rfl _ (degree_shift x hd)
  rw [Finset.sum_range_succ, Finset.sum_eq_zero, zero_add] at e
  · exact ⟨_, e⟩
  -- the components along `p 0, ..., p (n-1)` vanish by the eigenvalue equation
  intro j hj
  have h2 := synth_coeff h w ⟨j, Finset.mem_range.mp hj⟩
  have h3 := congrFun hw ⟨j, Finset.mem_range.mp hj⟩
  have h1 : I (X * synth p w * p j) = (jacobi I p n *ᵥ w) ⟨j, Finset.mem_range.mp hj⟩ := by
    simp only [synth, Matrix.mulVec, dotProduct, jacobi, Matrix.of_apply, Finset.mul_sum,
      Finset.sum_mul, _root_.map_sum]
    refine Finset.sum_congr rfl fun i _ => ?_
    have e1 : X * (w i • p i) * p j = w i • (X * p j * p i) := by
      simp only [smul_eq_C_mul]; ring
    rw [e1, LinearMap.map_smul, smul_eq_mul, mul_comm]
  have e2 : (X - C x) * synth p w * p j = X * synth p w * p j - x • (synth p w * p j) := by
    rw [smul_eq_C_mul]; ring
  simp only [Pi.smul_apply, smul_eq_mul] at h2 h3
  rw [e2, LinearMap.map_sub, LinearMap.map_smul, h1, h3, h2, smul_eq_mul, sub_self, zero_smul]

/-- At a zero `x` of `p n`, the vector `(p 0 (x), ..., p (n-1) (x))` is a nonzero
eigenvector of the Jacobi matrix with eigenvalue `x`. -/
theorem nodeVector_eigen (h : OrthonormalFamily I p n) {x : ℝ} (hx : (p n).eval x = 0) :
    nodeVector p n x ≠ 0 ∧ jacobi I p n *ᵥ nodeVector p n x = x • nodeVector p n x := by
  constructor
  · intro hv
    have h0 : (p 0).eval x = 0 := by
      rcases Nat.eq_zero_or_pos n with hn | hn
      · rw [hn] at hx; exact hx
      · exact congrFun hv ⟨0, hn⟩
    have hd := h.degree_eq 0 (Nat.zero_le n)
    rw [eq_C_of_degree_le_zero (le_of_eq hd), eval_C] at h0
    exact coeff_ne_zero_of_eq_degree hd h0
  · ext i
    have hd : (X * p i).degree < ((n + 1 : ℕ) : WithBot ℕ) := by
      have := degree_shift (n := n) 0 (q := p i) (by
        rw [h.degree_eq i i.2.le]; exact_mod_cast i.2)
      simpa using this
    -- evaluate the expansion of `X * p i` at the node
    have e := congrArg (eval x) (expansion h (n + 1) le_rfl _ hd)
    rw [Finset.sum_range_succ, eval_add, eval_smul, hx, smul_zero, add_zero, Polynomial.eval_finsetSum,
      eval_mul, eval_X, ← Fin.sum_univ_eq_sum_range
        (fun j => eval x (I (X * p i * p j) • p j)) n] at e
    simp only [eval_smul, smul_eq_mul] at e
    exact e.symm

/-- **Golub-Welsch**: `x` is an eigenvalue of the Jacobi matrix iff `p n (x) = 0`, and then
`(p 0 (x), ..., p (n-1) (x))` is an eigenvector. -/
theorem golub_welsch (h : OrthonormalFamily I p n) (x : ℝ) :
    ((∃ w, w ≠ 0 ∧ jacobi I p n *ᵥ w = x • w) ↔ (p n).eval x = 0) ∧
    ((p n).eval x = 0 → nodeVector p n x ≠ 0 ∧
      jacobi I p n *ᵥ nodeVector p n x = x • nodeVector p n x) := by
  refine ⟨⟨?_, fun hx => ⟨_, nodeVector_eigen h hx⟩⟩, nodeVector_eigen h⟩
  rintro ⟨w, hw0, hw⟩
  obtain ⟨c, hc⟩ := eigen_factor h hw
  have hc0 : c ≠ 0 := by
    rintro rfl
    rw [zero_smul] at hc
    have hs := (mul_eq_zero.mp hc).resolve_left (X_sub_C_ne_zero x)
    apply hw0
    ext j
    rw [← synth_coeff h w j, hs, zero_mul, LinearMap.map_zero, Pi.zero_apply]
  have e := congrArg (eval x) hc
  rw [eval_mul, eval_sub, eval_X, eval_C, sub_self, zero_mul, eval_smul, smul_eq_mul] at e
  exact (mul_eq_zero.mp e.symm).resolve_left hc0

/-- Every solution of `J w = x w` is a multiple of `(p 0 (x), ..., p (n-1) (x))`. -/
theorem eigenvector_unique (h : OrthonormalFamily I p n) {x : ℝ} {w : Fin n → ℝ}
    (hw : jacobi I p n *ᵥ w = x • w) : ∃ k : ℝ, w = k • nodeVector p n x := by
  by_cases hw0 : w = 0
  · exact ⟨0, by rw [hw0, zero_smul]⟩
  obtain ⟨hv0, hv⟩ := nodeVector_eigen h ((golub_welsch h x).1.mp ⟨w, hw0, hw⟩)
  obtain ⟨c, hc⟩ := eigen_factor h hw
  obtain ⟨d, hd⟩ := eigen_factor h hv
  have key : d • synth p w = c • synth p (nodeVector p n x) := by
    apply mul_left_cancel₀ (X_sub_C_ne_zero x)
    rw [mul_smul_comm, mul_smul_comm, hc, hd, smul_comm]
  have hj : ∀ j, d * w j = c * nodeVector p n x j := by
    intro j
    have e := congrArg (fun q => I (q * p j)) key
    simpa only [smul_mul_assoc, LinearMap.map_smul, synth_coeff h, smul_eq_mul] using e
  have hd0 : d ≠ 0 := by
    rintro rfl
    rw [zero_smul] at hd
    have hs := (mul_eq_zero.mp hd).resolve_left (X_sub_C_ne_zero x)
    apply hv0
    ext j
    rw [← synth_coeff h (nodeVector p n x) j, hs, zero_mul, LinearMap.map_zero, Pi.zero_apply]
  refine ⟨c / d, ?_⟩
  ext j
  rw [Pi.smul_apply, smul_eq_mul, div_mul_eq_mul_div, eq_div_iff hd0, ← hj j, mul_comm]

/-- The polynomial `p n` has `n` distinct real zeros. -/
theorem exists_nodes (h : OrthonormalFamily I p n) :
    ∃ x : Fin n → ℝ, Function.Injective x ∧ ∀ k, (p n).eval (x k) = 0 := by
  have hJ : (jacobi I p n).IsHermitian := by
    ext i j
    change star (I (X * p j * p i)) = I (X * p i * p j)
    rw [star_trivial, mul_right_comm]
  have O := hJ.eigenvectorBasis.orthonormal
  have hu := fun k => hJ.mulVec_eigenvectorBasis k
  refine ⟨hJ.eigenvalues, ?_, fun k => (golub_welsch h _).1.mp ⟨_, ?_, hu k⟩⟩
  · -- equal eigenvalues would give parallel, yet orthogonal, eigenvectors
    intro a b hab
    by_contra hne
    obtain ⟨s, hs⟩ := eigenvector_unique h (hu a)
    obtain ⟨t, ht⟩ := eigenvector_unique h (hu b)
    rw [← hab] at ht
    have e : t • hJ.eigenvectorBasis a = s • hJ.eigenvectorBasis b := by
      ext i
      change t * (hJ.eigenvectorBasis a).ofLp i = s * (hJ.eigenvectorBasis b).ofLp i
      rw [hs, ht]
      simp only [Pi.smul_apply, smul_eq_mul]
      ring
    have o : inner ℝ (hJ.eigenvectorBasis b) (hJ.eigenvectorBasis a) = 0 := O.2 (Ne.symm hne)
    have e' := congrArg (fun y => inner ℝ (hJ.eigenvectorBasis b) y) e
    simp only [inner_smul_right, o, real_inner_self_eq_norm_sq, O.1 b] at e'
    have s0 : s = 0 := by linarith
    apply O.ne_zero a
    ext i
    have := congrFun hs i
    rw [s0, zero_smul] at this
    exact this
  · intro h0
    apply O.ne_zero k
    ext i
    exact congrFun h0 i

/-- Gauss quadrature: with the `n` distinct zeros of `p n` as nodes and the inverse squared lengths
of the node vectors as weights, the weighted sum of the values of `f` equals `I f` for every `f` of
degree below `2 n`. -/
theorem gauss_quadrature (h : OrthonormalFamily I p n) {x : Fin n → ℝ}
    (hinj : Function.Injective x) (hx : ∀ k, (p n).eval (x k) = 0) (f : ℝ[X])
    (hf : f.degree < ((2 * n : ℕ) : WithBot ℕ)) :
    I f = ∑ k, weight p n (x k) * f.eval (x k) := by
  have hJ : (jacobi I p n)ᵀ = jacobi I p n := by
    ext i j
    change I (X * p j * p i) = I (X * p i * p j)
    rw [mul_right_comm]
  -- node vectors at distinct nodes are orthogonal
  have horth : ∀ k l, k ≠ l → nodeVector p n (x k) ⬝ᵥ nodeVector p n (x l) = 0 := by
    intro k l hkl
    have e := Matrix.dotProduct_mulVec (nodeVector p n (x k)) (jacobi I p n)
      (nodeVector p n (x l))
    rw [← Matrix.mulVec_transpose, hJ, (nodeVector_eigen h (hx k)).2,
      (nodeVector_eigen h (hx l)).2, dotProduct_smul, smul_dotProduct, smul_eq_mul,
      smul_eq_mul] at e
    have hne : x l - x k ≠ 0 := sub_ne_zero.mpr fun e => hkl (hinj e.symm)
    exact (mul_eq_zero.mp (by linear_combination e :
      (x l - x k) * (nodeVector p n (x k) ⬝ᵥ nodeVector p n (x l)) = 0)).resolve_left hne
  let V : Matrix (Fin n) (Fin n) ℝ := Matrix.of fun k i => nodeVector p n (x k) i
  let W : Matrix (Fin n) (Fin n) ℝ :=
    Matrix.of fun i k => weight p n (x k) * nodeVector p n (x k) i
  have hVW : V * W = 1 := by
    ext k l
    have e : (V * W) k l =
        weight p n (x l) * (nodeVector p n (x k) ⬝ᵥ nodeVector p n (x l)) := by
      simp only [V, W, Matrix.mul_apply, Matrix.of_apply, dotProduct, Finset.mul_sum]
      exact Finset.sum_congr rfl fun i _ => by ring
    rw [e, Matrix.one_apply]
    split_ifs with hkl
    · rw [hkl, weight]
      exact one_div_mul_cancel fun e0 =>
        (nodeVector_eigen h (hx l)).1 (dotProduct_self_eq_zero.mp e0)
    · rw [horth k l hkl, mul_zero]
  have hWV : W * V = 1 := mul_eq_one_comm.mp hVW
  -- the rule integrates each `p i` with `i < n` exactly
  have hbasis : ∀ i < n, I (p i) = ∑ k, weight p n (x k) * (p i).eval (x k) := by
    intro i hi
    have hd := h.degree_eq 0 (Nat.zero_le n)
    have ha := coeff_ne_zero_of_eq_degree hd
    have hp := eq_C_of_degree_le_zero (le_of_eq hd)
    have e1 := h.orthonormal i hi.le 0 (Nat.zero_le n)
    have e2 := congrFun (congrFun hWV ⟨i, hi⟩) ⟨0, by omega⟩
    simp only [V, W, Matrix.mul_apply, Matrix.of_apply, nodeVector, Matrix.one_apply,
      Fin.mk.injEq] at e2
    rw [← e2, hp, mul_comm, ← smul_eq_C_mul, LinearMap.map_smul, smul_eq_mul] at e1
    simp only [eval_C] at e1
    rw [← Finset.sum_mul, mul_comm] at e1
    exact mul_right_cancel₀ ha e1
  -- divide by `p n`; the quotient part contributes nothing on either side
  have hpn : p n ≠ 0 := by
    intro e
    have := coeff_ne_zero_of_eq_degree (h.degree_eq n le_rfl)
    rw [e, coeff_zero] at this
    exact this rfl
  obtain ⟨s, r, hfr, hr⟩ : ∃ s r : ℝ[X], f = p n * s + r ∧ r.degree < (n : WithBot ℕ) := by
    refine ⟨f / p n, f % p n, (EuclideanDomain.div_add_mod f (p n)).symm, ?_⟩
    rw [← h.degree_eq n le_rfl]
    exact EuclideanDomain.mod_lt f hpn
  have hs : s.degree < (n : WithBot ℕ) := by
    by_cases hs0 : s = 0
    · rw [hs0, degree_zero]; exact WithBot.bot_lt_coe n
    have hle : (n : WithBot ℕ) ≤ ((2 * n : ℕ) : WithBot ℕ) := by
      exact_mod_cast (by omega : n ≤ 2 * n)
    have hd : (p n * s).degree < ((2 * n : ℕ) : WithBot ℕ) := by
      rw [show p n * s = f - r by rw [hfr]; ring]
      exact (degree_sub_le f r).trans_lt (max_lt hf (hr.trans_le hle))
    rw [degree_eq_natDegree (mul_ne_zero hpn hs0), natDegree_mul hpn hs0,
      natDegree_eq_of_degree_eq_some (h.degree_eq n le_rfl)] at hd
    have hd' : n + s.natDegree < 2 * n := by exact_mod_cast hd
    rw [degree_eq_natDegree hs0]
    exact_mod_cast (by omega : s.natDegree < n)
  have hI : I (p n * s) = 0 := by
    rw [expansion h n (by omega) s hs, Finset.mul_sum, _root_.map_sum]
    refine Finset.sum_eq_zero fun i hi => ?_
    have hin := Finset.mem_range.mp hi
    rw [mul_smul_comm, LinearMap.map_smul, h.orthonormal n le_rfl i hin.le,
      if_neg (by omega), smul_zero]
  have hev : ∀ k, f.eval (x k) = r.eval (x k) := by
    intro k
    rw [hfr, eval_add, eval_mul, hx k, zero_mul, zero_add]
  simp only [hev]
  rw [hfr, LinearMap.map_add, hI, zero_add]
  let Q : ℝ[X] →ₗ[ℝ] ℝ := ∑ k, weight p n (x k) • leval (x k)
  have hQ : ∀ g, Q g = ∑ k, weight p n (x k) * g.eval (x k) := by
    intro g
    simp [Q, LinearMap.sum_apply, leval_apply]
  rw [← hQ, expansion h n (by omega) r hr, _root_.map_sum, _root_.map_sum]
  refine Finset.sum_congr rfl fun i hi => ?_
  rw [LinearMap.map_smul, LinearMap.map_smul, hQ, hbasis i (Finset.mem_range.mp hi)]

/-- The weighted average over the points `-5/4, 0, 5/4` with weights `8/25, 9/25, 8/25`. -/
def threePoint : ℝ[X] →ₗ[ℝ] ℝ :=
  (8 / 25 : ℝ) • leval (-5 / 4) + (9 / 25 : ℝ) • leval 0 + (8 / 25 : ℝ) • leval (5 / 4)

/-- The polynomials `1`, `X` and `(4/3) (X^2 - 1)`. -/
def threeFamily : ℕ → ℝ[X]
  | 0 => 1
  | 1 => X
  | _ => C (4 / 3) * X ^ 2 - C (4 / 3)

/-- The polynomials `1, X, (4/3) (X^2 - 1)` are orthonormal for the three-point average. -/
theorem orthonormalFamily_witness : OrthonormalFamily threePoint threeFamily 2 := by
  constructor
  · intro i hi
    interval_cases i
    · exact degree_one
    · exact degree_X
    · have hd : (C (4 / 3 : ℝ) * X ^ 2).degree = ((2 : ℕ) : WithBot ℕ) :=
        degree_C_mul_X_pow 2 (by norm_num)
      change (C (4 / 3 : ℝ) * X ^ 2 - C (4 / 3)).degree = _
      rw [degree_sub_C (by rw [hd]; exact_mod_cast Nat.zero_lt_two), hd]
  · intro i hi j hj
    interval_cases i <;> interval_cases j <;>
      norm_num [threePoint, threeFamily, leval_apply]

end

end GolubWelsch
```

```lean
#print axioms GolubWelsch.nodeVector_eigen
#print axioms GolubWelsch.exists_nodes
#print axioms GolubWelsch.gauss_quadrature
```

```
'GolubWelsch.nodeVector_eigen' depends on axioms: [propext, Classical.choice, Quot.sound]
'GolubWelsch.exists_nodes' depends on axioms: [propext, Classical.choice, Quot.sound]
'GolubWelsch.gauss_quadrature' depends on axioms: [propext, Classical.choice, Quot.sound]
```

## How the proof runs

`expansion` is an induction on `m` that removes the leading term at each step. `nodeVector_eigen` evaluates the expansion of `X * p i` at the zero. For the converse, `synth` builds \(q\), `synth_coeff` recovers \(w_j\), and `degree_shift` bounds the degree needed by `eigen_factor` to obtain \((X-x)q=c\,p_n\). `golub_welsch` then excludes \(c=0\) and evaluates.

`eigenvector_unique` compares two such factorisations and cancels \(X-x\), so each eigenspace is a line. In `exists_nodes`, the spectral theorem supplies \(n\) orthonormal eigenvectors; a repeated eigenvalue would make two of them parallel, so \(p_n\) has \(n\) distinct real zeros \(x_k\).

`gauss_quadrature` proves, for \(\deg f<2n\),
\[ I(f)=\sum_k \frac{f(x_k)}{|v(x_k)|^2}. \]
Symmetry of \(J\) makes the node vectors orthogonal. Hence the matrices `V` and `W` satisfy \(VW=1\), so also \(WV=1\); the column of \(WV\) belonging to the constant \(p_0\) gives exactness for each \(p_i\), \(i<n\). Dividing, \(f=p_ns+r\) with \(s\) and \(r\) of degree below \(n\). The term \(p_ns\) vanishes under \(I\) by orthogonality and at every node, which leaves \(r\), a combination of those \(p_i\).

`orthonormalFamily_witness` checks the degrees and inner products of the three-point example.
